# Translation-invariant cluster amplitudes on a finite momentum group conserve total momentum

The momenta here form a finite additive abelian group \(G\), with one plane-wave orbital for each \(k\in G\). On a ring of \(N\) sites, \(G\) is the integers modulo \(N\); a periodic three-dimensional grid gives a product of three such groups. Addition wraps around, so momentum is conserved modulo a reciprocal lattice vector. A plane-wave basis cut off at a sphere, if it contains any nonzero momentum, is not closed under ordinary addition and is not itself such a group.

A translation is represented by a character: a function \(\chi:G\to\mathbb C\) with \(\chi(0)=1\) and \(\chi(k+l)=\chi(k)\chi(l)\). It multiplies the orbital \(k\) by \(\chi(k)\).

## Amplitudes and their phases

```lean
import Mathlib

open ComplexConjugate

namespace ElectronGasMomentumConservation

noncomputable section

variable {G : Type*} [AddCommGroup G] [Fintype G] {n : ℕ}
```

This fixes \(G\) as a finite abelian group and \(n\) as a natural number, the excitation rank. Braces tell Lean to infer an argument from context, and square brackets supply the structure on \(G\).

```lean
/-- A cluster amplitude of rank `n`: a complex number for each choice of `n` hole momenta
(first argument) and `n` particle momenta (second argument). -/
abbrev Amplitude (G : Type*) (n : ℕ) := (Fin n → G) → (Fin n → G) → ℂ
```

An amplitude \(t(i,a)\) takes a tuple of hole momenta \(i=(i_0,\dots,i_{n-1})\) and a tuple of particle momenta \(a=(a_0,\dots,a_{n-1})\), and returns a complex number. `Fin n` is the set of labels \(0,\dots,n-1\), so `Fin n → G` is the type of \(n\)-tuples.

The tuples range over all of \(G\), with no division into occupied and unoccupied orbitals. Spin is absent and antisymmetry is not imposed.

```lean
/-- The phase of an excitation under a translation that multiplies the plane wave of momentum
`k` by `χ k`: a factor `χ` for each particle and a conjugate factor for each hole. -/
def phase (χ : AddChar G ℂ) (i a : Fin n → G) : ℂ :=
  (∏ p, χ (a p)) * ∏ p, conj (χ (i p))
```

In an excitation operator, each creation operator for a particle acquires \(\chi(a_p)\) and each annihilation operator for a hole acquires \(\overline{\chi(i_p)}\). The total phase is

\[
\prod_p \chi(a_p)\prod_p\overline{\chi(i_p)} .
\]

```lean
/-- The amplitude after the translation `χ`. -/
def translate (χ : AddChar G ℂ) (t : Amplitude G n) : Amplitude G n :=
  fun i a => phase χ i a * t i a
```

The translated amplitude is the old one times this phase, entry by entry. `fun i a => …` is Lean's way of writing the function that sends \((i,a)\) to the expression on the right.

```lean
/-- An amplitude is translation invariant if every translation leaves it unchanged. -/
def IsTranslationInvariant (t : Amplitude G n) : Prop :=
  ∀ χ : AddChar G ℂ, translate χ t = t
```

A `Prop` is a statement. This one says that `translate χ t` equals `t` for every character. Invariance is a hypothesis about the amplitudes; it is not derived from the coupled-cluster equations, whose solutions may break the symmetry.

```lean
open Classical in
/-- The amplitude equal to one where total momentum is conserved and zero elsewhere. -/
def momentumDelta (G : Type*) [AddCommGroup G] (n : ℕ) : Amplitude G n :=
  fun i a => if ∑ p, a p = ∑ p, i p then 1 else 0
```

This is an explicit amplitude: 1 if \(\sum_p a_p=\sum_p i_p\), and 0 otherwise. It will show that no conserving pattern is forbidden by translations.

## Invariance is momentum conservation

```lean
/-- The phase of an excitation is the character evaluated at the total momentum transfer. -/
theorem phase_eq (χ : AddChar G ℂ) (i a : Fin n → G) :
    phase χ i a = χ (∑ p, a p - ∑ p, i p) := by
  -- a character turns sums of momenta into products of phases
  have hs : ∀ (f : Fin n → G) (s : Finset (Fin n)),
      ∏ p ∈ s, χ (f p) = χ (∑ p ∈ s, f p) := by
    intro f s
    induction s using Finset.induction_on with
    | empty => simp
    | insert p s hp ih =>
      rw [Finset.prod_insert hp, Finset.sum_insert hp, AddChar.map_add_eq_mul, ih]
  unfold phase
  rw [← map_prod (starRingEnd ℂ), hs a, hs i, ← AddChar.map_neg_eq_conj,
    ← AddChar.map_add_eq_mul, sub_eq_add_neg]
```

The phase depends only on the momentum transfer. Since \(\chi\) turns sums into products,

\[
\prod_p\chi(a_p)=\chi\Big(\sum_p a_p\Big),\qquad
\prod_p\overline{\chi(i_p)}=\overline{\chi\Big(\sum_p i_p\Big)} .
\]

On a finite group the values of \(\chi\) are roots of unity, so \(\overline{\chi(k)}=\chi(-k)\). Multiplying the two factors gives \(\chi(\sum_p a_p-\sum_p i_p)\).

In the proof, `hs` establishes the sum-to-product rule by induction on the set of labels. The final `rw`, which replaces expressions by equal ones, pulls the conjugation outside the product, applies `hs` twice and combines the factors.

```lean
/-- A cluster amplitude of any rank is translation invariant if and only if it is nonzero only
where the total particle momentum equals the total hole momentum. -/
theorem invariant_iff_momentum_conserving (t : Amplitude G n) :
    IsTranslationInvariant t ↔ ∀ i a, t i a ≠ 0 → ∑ p, a p = ∑ p, i p := by
  constructor
  · intro h i a hne
    -- at a nonzero amplitude every character of the momentum transfer must be one
    have h1 : ∀ χ : AddChar G ℂ, χ (∑ p, a p - ∑ p, i p) = 1 := by
      intro χ
      have e := congrFun (congrFun (h χ) i) a
      simp only [translate, phase_eq] at e
      exact mul_right_cancel₀ hne (by rw [one_mul]; exact e)
    -- characters separate the elements of a finite abelian group
    exact sub_eq_zero.mp (AddChar.forall_apply_eq_zero.mp h1)
  · intro h χ
    funext i a
    by_cases h0 : t i a = 0
    · simp [translate, h0]
    · simp [translate, phase_eq, h i a h0]
```

This is the central equivalence: \(t\) is invariant under all translations if and only if every nonzero entry satisfies \(\sum_p a_p=\sum_p i_p\).

Write \(q=\sum_p a_p-\sum_p i_p\). If \(t\) is invariant, then \(\chi(q)\,t(i,a)=t(i,a)\) for every \(\chi\). Where \(t(i,a)\neq0\), division gives \(\chi(q)=1\) for every \(\chi\). This forces \(q=0\): \(G\) is a product of cyclic groups, and if \(q\) had a nonzero component \(q_r\) modulo \(N_r\), the character \(k\mapsto e^{2\pi\sqrt{-1}\,k_r/N_r}\) would differ from 1 at \(q\).

Conversely, suppose the nonzero entries conserve momentum. Each of them is multiplied by \(\chi(0)=1\), and a zero entry stays zero.

`constructor` splits the equivalence into its two directions. In the first, `mul_right_cancel₀` is the division and `AddChar.forall_apply_eq_zero` is the separation of points by characters. In the second, `by_cases` treats zero and nonzero entries separately.

Invariance under only some of the translations may not be enough. Take \(G=\mathbb Z/4\) with characters \(\chi_m(k)=\omega^{mk}\), where \(\omega=e^{2\pi\sqrt{-1}/4}\) and \(m=0,1,2,3\). Let the only nonzero single be \(t(0,2)=1\), from momentum 0 to momentum 2. It is unchanged by \(\chi_0\) and \(\chi_2\), because \(\chi_2(2)=\omega^4=1\), yet it does not conserve momentum. Invariance under translations by two sites alone permits a density wave with a doubled period.

```lean
open Classical in
/-- Averaging an arbitrary amplitude over all translations keeps its momentum-conserving
entries and removes all others. -/
theorem average_over_translations (t : Amplitude G n) (i a : Fin n → G) :
    (Fintype.card G : ℂ)⁻¹ * ∑ χ : AddChar G ℂ, translate χ t i a =
      if ∑ p, a p = ∑ p, i p then t i a else 0 := by
  have hc : (Fintype.card G : ℂ) ≠ 0 := Nat.cast_ne_zero.mpr Fintype.card_ne_zero
  simp only [translate, phase_eq]
  -- orthogonality of characters
  rw [← Finset.sum_mul, AddChar.sum_apply_eq_ite]
  by_cases h : ∑ p, a p = ∑ p, i p
  · rw [if_pos (sub_eq_zero.mpr h), if_pos h, inv_mul_cancel_left₀ hc]
  · rw [if_neg (fun e => h (sub_eq_zero.mp e)), if_neg h, zero_mul, mul_zero]
```

Averaging an arbitrary amplitude over all translations keeps its conserving entries and deletes the rest:

\[
\frac1{|G|}\sum_\chi \chi(q)\,t(i,a)=
\begin{cases}t(i,a),&q=0,\\0,&q\neq0.\end{cases}
\]

For \(q=0\) every term of \(S=\sum_\chi\chi(q)\) is 1, and there are \(|G|\) characters. For \(q\neq0\), choose a character \(\psi\) with \(\psi(q)\neq1\). Multiplication by \(\psi\) merely permutes the characters, so \(\psi(q)S=S\), and hence \(S=0\). Lean takes this orthogonality from `AddChar.sum_apply_eq_ite`, after `Finset.sum_mul` has moved \(t(i,a)\) outside the sum.

## Which patterns are allowed, and how many

```lean
/-- The momentum delta is translation invariant, and it equals one at every
momentum-conserving excitation. -/
theorem momentumDelta_witness :
    IsTranslationInvariant (momentumDelta G n) ∧
      ∀ i a : Fin n → G, ∑ p, a p = ∑ p, i p → momentumDelta G n i a = 1 := by
  refine ⟨(invariant_iff_momentum_conserving _).mpr ?_, fun i a h => if_pos h⟩
  intro i a hne
  by_contra h
  exact hne (if_neg h)
```

The momentum delta is invariant and equals 1 at every conserving pattern. Its nonzero entries conserve momentum by construction, so the equivalence gives invariance; the value 1 is read off from the definition. `by_contra` assumes the opposite of the goal and derives a contradiction.

```lean
/-- Some translation-invariant amplitude is nonzero at a given excitation exactly when the
excitation conserves total momentum. -/
theorem allowed_iff (i a : Fin n → G) :
    (∃ t : Amplitude G n, IsTranslationInvariant t ∧ t i a ≠ 0) ↔
      ∑ p, a p = ∑ p, i p := by
  constructor
  · rintro ⟨t, ht, hne⟩
    exact (invariant_iff_momentum_conserving t).mp ht i a hne
  · intro h
    refine ⟨momentumDelta G n, momentumDelta_witness.1, ?_⟩
    rw [momentumDelta_witness.2 i a h]
    exact one_ne_zero
```

Call a pattern \((i,a)\) allowed if some invariant amplitude is nonzero there. Allowed patterns are exactly the conserving ones. An invariant amplitude that is nonzero at \((i,a)\) forces conservation, and for a conserving pattern the momentum delta provides the required amplitude.

```lean
/-- A momentum-conserving excitation is specified by all its hole momenta and all but one of
its particle momenta. -/
def conservingEquiv (G : Type*) [AddCommGroup G] (n : ℕ) :
    {q : (Fin (n + 1) → G) × (Fin (n + 1) → G) // ∑ p, q.2 p = ∑ p, q.1 p} ≃
      (Fin (n + 1) → G) × (Fin n → G) where
  toFun q := (q.1.1, fun p => q.1.2 p.succ)
  invFun r := ⟨(r.1, Fin.cons (α := fun _ => G) (∑ p, r.1 p - ∑ p, r.2 p) r.2), by
    change ∑ p, Fin.cons (α := fun _ => G) (∑ p, r.1 p - ∑ p, r.2 p) r.2 p = ∑ p, r.1 p
    rw [Fin.sum_cons, sub_add_cancel]⟩
  left_inv := by
    rintro ⟨⟨i, a⟩, h⟩
    have h' : ∑ p, a p = ∑ p, i p := h
    -- conservation fixes the remaining particle momentum
    have h0 : ∑ p, i p - ∑ p : Fin n, a p.succ = a 0 := by
      rw [← h', Fin.sum_univ_succ, add_sub_cancel_right]
    apply Subtype.ext
    refine Prod.ext rfl ?_
    funext p
    refine Fin.cases ?_ (fun k => ?_) p
    · exact h0
    · rfl
  right_inv := by
    rintro ⟨i, b⟩
    rfl
```

The symbol `≃` denotes a one-to-one correspondence, given by two maps and proofs that they undo each other. On the left are the conserving patterns with \(n+1\) holes and \(n+1\) particles. On the right are all the hole momenta together with only \(n\) particle momenta.

The forward map forgets \(a_0\). The inverse map restores it from

\[
a_0=\sum_{p=0}^{n} i_p-\sum_{p=1}^{n}a_p .
\]

`Fin.cons` places this value at the front of the tuple. The field `left_inv` checks that a conserving pattern is recovered after forgetting \(a_0\), and `right_inv` checks the other order.

```lean
/-- For `n + 1` holes and `n + 1` particles, exactly `|G| ^ (2 n + 1)` choices of momenta admit
a nonzero translation-invariant amplitude. -/
theorem card_allowed (n : ℕ) :
    Nat.card {q : (Fin (n + 1) → G) × (Fin (n + 1) → G) //
      ∃ t : Amplitude G (n + 1), IsTranslationInvariant t ∧ t q.1 q.2 ≠ 0} =
      Fintype.card G ^ (2 * n + 1) := by
  have h : ∀ q : (Fin (n + 1) → G) × (Fin (n + 1) → G),
      (∃ t : Amplitude G (n + 1), IsTranslationInvariant t ∧ t q.1 q.2 ≠ 0) ↔
        ∑ p, q.2 p = ∑ p, q.1 p := fun q => allowed_iff q.1 q.2
  -- count the free momenta
  refine (Nat.card_congr ((Equiv.subtypeEquivRight h).trans (conservingEquiv G n))).trans ?_
  rw [Nat.card_eq_fintype_card, Fintype.card_prod]
  simp only [Fintype.card_fun, Fintype.card_fin]
  ring
```

There are \(|G|^{n+1}\) choices of hole momenta and \(|G|^n\) choices of the remaining particle momenta, so the number of allowed patterns at rank \(n+1\) is

\[
|G|^{n+1}\,|G|^n=|G|^{2n+1}.
\]

The proof replaces "allowed" by "conserving" through `allowed_iff`, transfers the count along `conservingEquiv`, and lets `ring` add the exponents.

## Doubles, singles and ladder terms

```lean
/-- Translation-invariant doubles vanish unless `i + j = a + b`, and exactly `|G| ^ 3`
quadruples of momenta admit a nonzero translation-invariant amplitude. -/
theorem doubles_momentum_conservation :
    (∀ t : Amplitude G 2, IsTranslationInvariant t →
      ∀ i j a b : G, i + j ≠ a + b → t ![i, j] ![a, b] = 0) ∧
    Nat.card {q : (Fin 2 → G) × (Fin 2 → G) //
      ∃ t : Amplitude G 2, IsTranslationInvariant t ∧ t q.1 q.2 ≠ 0} =
      Fintype.card G ^ 3 := by
  refine ⟨fun t ht i j a b h => ?_, card_allowed 1⟩
  by_contra hne
  have hc := (invariant_iff_momentum_conserving t).mp ht _ _ hne
  rw [Fin.sum_univ_two, Fin.sum_univ_two] at hc
  exact h hc.symm
```

From here \(i,j,a,b\) are individual momenta, and `![i, j]` is the tuple with entries \(i\) and \(j\). An invariant doubles amplitude vanishes unless \(i+j=a+b\): a nonzero value would give \(a+b=i+j\) by the equivalence. The count is the previous theorem at `n = 1`, giving \(|G|^3\).

For \(G=\mathbb Z/4\) and holes \(i=1\), \(j=3\), the particles must satisfy \(a+b=0\) modulo 4. The possible pairs \((a,b)\) are \((0,0)\), \((1,3)\), \((2,2)\) and \((3,1)\). Each of the 16 ordered hole pairs has four partners, giving \(64=4^3\) allowed quadruples out of 256. For the forbidden pair \((0,1)\) the transfer is 1 modulo 4, and the four phases \(1,\omega,-1,-\omega\) average to zero.

The count covers all ordered quadruples in \(G\), including those with \(i=j\). Restricting holes to occupied orbitals and particles to unoccupied ones, or imposing the Pauli principle, leaves fewer. For doubles stored over a full finite momentum grid with one orbital per momentum, translation invariance reduces the storage from \(|G|^4\) to \(|G|^3\) numbers.

```lean
/-- Translation-invariant singles from an occupied momentum to an unoccupied momentum vanish,
whatever the set of occupied momenta. -/
theorem singles_vanish (t : Amplitude G 1) (ht : IsTranslationInvariant t)
    (occ : Set G) {i a : G} (hi : i ∈ occ) (ha : a ∉ occ) : t ![i] ![a] = 0 := by
  by_contra hne
  have hc := (invariant_iff_momentum_conserving t).mp ht _ _ hne
  rw [Fin.sum_univ_one, Fin.sum_univ_one] at hc
  have hai : a = i := hc
  exact ha (hai ▸ hi)
```

`occ` is any set of occupied momenta, \(i\) lies in it and \(a\) does not. A nonzero invariant single would require \(a=i\), placing the same momentum both inside and outside the set. Choosing `occ` to be \(\{i\}\) shows that an invariant single vanishes for every \(a\neq i\).

In the proof, `hai ▸ hi` carries the membership of \(i\) over to \(a\), which contradicts `ha`. The conclusion relies on there being one orbital per momentum. In a crystal with several bands, a single between two bands at the same crystal momentum is compatible with translation symmetry.

```lean
/-- Contracting two translation-invariant amplitudes over any set of intermediate momenta
gives a translation-invariant amplitude. -/
theorem contraction_invariant (v t : Amplitude G n) (hv : IsTranslationInvariant v)
    (ht : IsTranslationInvariant t) (S : Finset (Fin n → G)) :
    IsTranslationInvariant (fun i a => ∑ c ∈ S, v c a * t i c) := by
  rw [invariant_iff_momentum_conserving] at hv ht ⊢
  intro i a hne
  -- a nonzero sum has a nonzero term, and both of its factors conserve momentum
  obtain ⟨c, _, hc⟩ := Finset.exists_ne_zero_of_sum_ne_zero hne
  exact (hv c a (left_ne_zero_of_mul hc)).trans (ht i c (right_ne_zero_of_mul hc))

end

end ElectronGasMomentumConservation
```

For two invariant amplitudes \(v\) and \(t\) and any finite set \(S\) of intermediate tuples \(c\), the contraction

\[
w(i,a)=\sum_{c\in S} v(c,a)\,t(i,c)
\]

is again invariant. If \(w(i,a)\neq0\), some term is nonzero, and so are both of its factors. By the equivalence, \(\sum_p a_p=\sum_p c_p\) and \(\sum_p c_p=\sum_p i_p\), hence \(\sum_p a_p=\sum_p i_p\). The equivalence, read backwards, gives invariance of \(w\).

`Finset.exists_ne_zero_of_sum_ne_zero` finds the nonzero term, and `.trans` chains the two equalities. At rank 2, let \(v(c,a)\) be the matrix element of a translation-invariant two-body interaction that scatters the pair \(c\) into the pair \(a\), let \(t\) be the doubles amplitude, and let \(S\) be the set of pairs of unoccupied momenta. Up to a constant factor, the contraction then has the form of the particle–particle ladder term in the doubles equations. \(S\) need not be closed under addition, so restricting the intermediate momenta does not spoil the symmetry.

```lean
#print axioms ElectronGasMomentumConservation.invariant_iff_momentum_conserving
#print axioms ElectronGasMomentumConservation.doubles_momentum_conservation
#print axioms ElectronGasMomentumConservation.singles_vanish
#print axioms ElectronGasMomentumConservation.contraction_invariant
```

```
'ElectronGasMomentumConservation.invariant_iff_momentum_conserving' depends on axioms: [propext, Classical.choice, Quot.sound]
'ElectronGasMomentumConservation.doubles_momentum_conservation' depends on axioms: [propext, Classical.choice, Quot.sound]
'ElectronGasMomentumConservation.singles_vanish' depends on axioms: [propext, Classical.choice, Quot.sound]
'ElectronGasMomentumConservation.contraction_invariant' depends on axioms: [propext, Classical.choice, Quot.sound]
```
